# The ZORA kinetic matrix T(T − w)⁻¹T for positive T and negative semidefinite W: bounds, expansion and maximum principle

Let T and W be complex square matrices, T positive definite and −W positive semidefinite, let c ≠ 0 be real, and set w = W/(4c²) and K = T(T − w)⁻¹T. Write M ≤ N when N − M is positive semidefinite and ᴴ for the conjugate transpose. Then T − w and K are positive definite, and for every vector x

T + w ≤ K ≤ T

K = T + w + w(T − w)⁻¹w

xᴴKx = max over y of F_x(y), where F_x(y) = 2 Re(xᴴTy) − yᴴ(T − w)y

Moreover K = T exactly when w = 0, and K = 2c²T/(2c² − v) when W = 2vT with real v ≤ 0.

## Origin of K in the Dirac equation

In atomic units, with c the speed of light and p the momentum, T is the matrix of p²/2 in a finite basis and W that of p·Vp for a potential V. This W is the spin-free part of the matrix of (σ·p)V(σ·p), with σ the Pauli matrices, that appears in the Dirac equation once the small component is written as σ·p/(2c) acting on a pseudo-large component. In a kinetically balanced basis, with U the matrix of V, overlap S, energy E measured from the rest energy c², and coefficient vectors x, y of the large and pseudo-large components, the spin-free equations read

Ux + Ty = E Sx

Tx − (T − w)y = E Ty/(2c²)

The zeroth-order regular approximation (ZORA) drops the right side of the second line, so y = (T − w)⁻¹Tx and (U + K)x = E Sx. This reduction is background, and the theorems start from the matrices. If ψ is the function with coefficients x, then xᴴWx = ∫ V|pψ|², so V ≤ 0 everywhere implies −W ≥ 0, and linearly independent gradients of the basis functions imply T > 0. For a fixed one-electron potential with V ≤ 0 everywhere, in a finite basis, K ≤ T places every xᴴ(U + K)x at or below its nonrelativistic value.

## Sandwiches and a completed square

Put A = T − w and B = A⁻¹. Since −w = −W/(4c²) ≥ 0, A = T + (−w) is positive definite, and so is B. For x ≠ 0 we have Tx ≠ 0 and xᴴKx = (Tx)ᴴB(Tx) > 0. Inserting T = A + w on both sides of B,

K = ABA + ABw + wBA + wBw = T + w + wBw

and wBw = wᴴBw ≥ 0 is the lower bound. With Y = BT, so that Yᴴ = TB,

(1 − Y)ᴴT(1 − Y) + Yᴴ(−w)Y = T − 2K + TB(T − w)BT = T − K

and both terms on the left are semidefinite. With z = BTx, so that Az = Tx,

(y − z)ᴴA(y − z) = yᴴAy − 2 Re(xᴴTy) + xᴴKx = xᴴKx − F_x(y)

which is nonnegative and vanishes at y = z. If K = T, cancelling T gives BT = 1, hence A = ABT = T and w = 0; conversely w = 0 gives K = TT⁻¹T = T. A constant potential V = v has W = 2vT, so A = (2c² − v)T/(2c²), and inverting gives the closed form. Its dependence on v shows, in this case, that K changes when the potential is shifted.

## Matrices, functional and optimal vector in Lean

```lean
import Mathlib

open Matrix
open scoped ComplexOrder

namespace ZoraKineticMatrix

noncomputable section

variable {n : Type*} [Fintype n] [DecidableEq n]
```

The finite type `n` labels the basis functions. `ComplexOrder` makes 0 < a mean that a is real and positive; `PosDef` and `PosSemidef` include hermiticity.

```lean
/-- The ZORA kinetic matrix `K = T (T - w)⁻¹ T`. -/
def zoraKinetic (T w : Matrix n n ℂ) : Matrix n n ℂ := T * (T - w)⁻¹ * T

/-- The functional `2 Re (xᴴ T y) - Re (yᴴ (T - w) y)` of a trial vector `y`. -/
def zoraFunctional (T w : Matrix n n ℂ) (x y : n → ℂ) : ℝ :=
  2 * (star x ⬝ᵥ T *ᵥ y).re - (star y ⬝ᵥ (T - w) *ᵥ y).re

/-- The vector `z = (T - w)⁻¹ T x`. -/
def optimalVector (T w : Matrix n n ℂ) (x : n → ℂ) : n → ℂ := ((T - w)⁻¹ * T) *ᵥ x
```

These are K, F_x(y) and z; `star x ⬝ᵥ T *ᵥ y` is xᴴTy, and `.re` makes the functional real-valued.

## Positivity, expansion and bounds

```lean
omit [DecidableEq n] in
/-- A Hermitian matrix may act on the bra instead of the ket: `uᴴ (M v) = (M u)ᴴ v`. -/
theorem hermitian_move {M : Matrix n n ℂ} (hM : M.IsHermitian) (u v : n → ℂ) :
    star u ⬝ᵥ M *ᵥ v = star (M *ᵥ u) ⬝ᵥ v := by
  rw [Matrix.star_mulVec, hM.eq, Matrix.dotProduct_mulVec]

omit [Fintype n] [DecidableEq n] in
/-- For `T > 0` and `-w ≥ 0` the ZORA denominator `T - w` is positive definite. -/
theorem denominator_posDef {T w : Matrix n n ℂ} (hT : T.PosDef) (hw : (-w).PosSemidef) :
    (T - w).PosDef := by
  have h := hT.add_posSemidef hw
  rwa [← sub_eq_add_neg] at h

/-- For `T > 0` and `-w ≥ 0` the ZORA kinetic matrix is positive definite. -/
theorem zoraKinetic_posDef {T w : Matrix n n ℂ} (hT : T.PosDef) (hw : (-w).PosSemidef) :
    (zoraKinetic T w).PosDef := by
  have hB := (denominator_posDef hT hw).inv
  have hH := (hB.posSemidef.conjTranspose_mul_mul_same T).isHermitian
  rw [hT.isHermitian.eq] at hH
  refine Matrix.posDef_iff_dotProduct_mulVec.mpr ⟨hH, ?_⟩
  intro x hx
  have hTx : T *ᵥ x ≠ 0 := by
    intro h0
    have h := hT.dotProduct_mulVec_pos hx
    rw [h0, dotProduct_zero] at h
    exact lt_irrefl _ h
  -- xᴴ K x = (T x)ᴴ (T - w)⁻¹ (T x)
  rw [zoraKinetic, ← Matrix.mulVec_mulVec, ← Matrix.mulVec_mulVec,
    hermitian_move hT.isHermitian]
  exact hB.dotProduct_mulVec_pos hTx
```

`hermitian_move` turns xᴴTBTx into (Tx)ᴴB(Tx), and `hTx` excludes Tx = 0 because xᴴTx > 0.

```lean
/-- If `T - w` is invertible, then `K = T + w + w (T - w)⁻¹ w`. -/
theorem zoraKinetic_expansion {T w : Matrix n n ℂ} (hA : IsUnit (T - w).det) :
    zoraKinetic T w = T + w + w * (T - w)⁻¹ * w := by
  have hAB := Matrix.mul_nonsing_inv _ hA
  have hBA := Matrix.nonsing_inv_mul _ hA
  unfold zoraKinetic
  generalize (T - w)⁻¹ = B at hAB hBA ⊢
  -- write T = (T - w) + w on both sides of the inverse
  calc T * B * T = ((T - w) * B) * (T - w) + ((T - w) * B) * w + w * (B * (T - w))
        + w * B * w := by noncomm_ring
    _ = T + w + w * B * w := by rw [hAB, hBA]; noncomm_ring
```

The expansion needs only invertibility of A, expressed as `IsUnit (T - w).det`. After `generalize`, B is known only through AB = BA = 1, and the first `calc` line is the four-term sum.

```lean
/-- For `T > 0` and `-w ≥ 0` one has `T + w ≤ K ≤ T` in the sense of quadratic forms. -/
theorem zoraKinetic_bounds {T w : Matrix n n ℂ} (hT : T.PosDef) (hw : (-w).PosSemidef) :
    (T - zoraKinetic T w).PosSemidef ∧ (zoraKinetic T w - (T + w)).PosSemidef := by
  have hA := denominator_posDef hT hw
  have hu := (Matrix.isUnit_iff_isUnit_det _).mp hA.isUnit
  constructor
  · have hB := hA.inv.isHermitian
    have hAB := Matrix.mul_nonsing_inv _ hu
    unfold zoraKinetic
    generalize (T - w)⁻¹ = B at hB hAB ⊢
    -- T - K = (1 - Y)ᴴ T (1 - Y) + Yᴴ (-w) Y with Y = (T - w)⁻¹ T
    have h1 := hT.posSemidef.conjTranspose_mul_mul_same (1 - B * T)
    have h2 := hw.conjTranspose_mul_mul_same (B * T)
    rw [conjTranspose_sub, conjTranspose_one, conjTranspose_mul, hT.isHermitian.eq,
      hB.eq] at h1
    rw [conjTranspose_mul, hT.isHermitian.eq, hB.eq] at h2
    have e : (1 - T * B) * T * (1 - B * T) + T * B * (-w) * (B * T) = T - T * B * T := by
      calc _ = T - T * B * T + T * B * ((T - w) * B - 1) * T := by noncomm_ring
        _ = T - T * B * T := by rw [hAB, sub_self, mul_zero, zero_mul, add_zero]
    rw [← e]
    exact h1.add h2
  · have hwH : w.IsHermitian := by
      have h := hw.isHermitian.neg
      rwa [neg_neg] at h
    have h := hA.inv.posSemidef.conjTranspose_mul_mul_same w
    rw [hwH.eq] at h
    rw [zoraKinetic_expansion hu, add_sub_cancel_left]
    exact h
```

`conjTranspose_mul_mul_same` states that NᴴMN ≥ 0 for M ≥ 0. It supplies the terms `h1` and `h2`, whose sum `e` identifies with T − K, and then wᴴBw.

## The completed square and the maximum

```lean
/-- For Hermitian `T`, `w` with `T - w` invertible, `xᴴ K x` minus the functional at `y`
equals `(y - z)ᴴ (T - w) (y - z)` with `z = (T - w)⁻¹ T x` (real parts throughout). -/
theorem functional_gap {T w : Matrix n n ℂ} (hT : T.IsHermitian) (hA : (T - w).IsHermitian)
    (hu : IsUnit (T - w).det) (x y : n → ℂ) :
    (star x ⬝ᵥ zoraKinetic T w *ᵥ x).re - zoraFunctional T w x y =
      (star (y - optimalVector T w x) ⬝ᵥ (T - w) *ᵥ (y - optimalVector T w x)).re := by
  have h1 : (T - w) *ᵥ optimalVector T w x = T *ᵥ x := by
    rw [optimalVector, Matrix.mulVec_mulVec, ← Matrix.mul_assoc,
      Matrix.mul_nonsing_inv _ hu, Matrix.one_mul]
  have h2 : ∀ u, star (optimalVector T w x) ⬝ᵥ (T - w) *ᵥ u = star x ⬝ᵥ T *ᵥ u := by
    intro u
    rw [hermitian_move hA, h1, ← hermitian_move hT]
  have h3 : (star y ⬝ᵥ (T - w) *ᵥ optimalVector T w x).re = (star x ⬝ᵥ T *ᵥ y).re := by
    have hs : star y ⬝ᵥ T *ᵥ x = star (star (T *ᵥ x) ⬝ᵥ y) := by
      rw [Matrix.star_dotProduct]
    rw [h1, hermitian_move hT x y, hs]
    exact Complex.conj_re _
  have h4 : star x ⬝ᵥ T *ᵥ optimalVector T w x = star x ⬝ᵥ zoraKinetic T w *ᵥ x := by
    rw [optimalVector, Matrix.mulVec_mulVec, zoraKinetic, Matrix.mul_assoc]
  -- expand the square
  simp only [Matrix.mulVec_sub, star_sub, sub_dotProduct, dotProduct_sub, Complex.sub_re]
  rw [h2, h2, h3, h4, zoraFunctional]
  ring
```

Here `h1` is Az = Tx, `h2` and `h3` evaluate the terms containing z, and `h4` is xᴴTz = xᴴKx.

```lean
/-- For `T > 0` and `-w ≥ 0`, `xᴴ K x` is the maximum over `y` of
`2 Re (xᴴ T y) - yᴴ (T - w) y`. -/
theorem zoraKinetic_variational {T w : Matrix n n ℂ} (hT : T.PosDef) (hw : (-w).PosSemidef)
    (x : n → ℂ) :
    IsGreatest (Set.range (zoraFunctional T w x)) (star x ⬝ᵥ zoraKinetic T w *ᵥ x).re := by
  have hA := denominator_posDef hT hw
  have hu := (Matrix.isUnit_iff_isUnit_det _).mp hA.isUnit
  have gap := functional_gap hT.isHermitian hA.isHermitian hu x
  refine ⟨⟨optimalVector T w x, ?_⟩, ?_⟩
  · have h := gap (optimalVector T w x)
    rw [sub_self (optimalVector T w x), Matrix.mulVec_zero, dotProduct_zero,
      Complex.zero_re] at h
    linarith
  · rintro _ ⟨y, rfl⟩
    have h := (Complex.nonneg_iff.mp
      (hA.posSemidef.dotProduct_mulVec_nonneg (y - optimalVector T w x))).1
    linarith [gap y]
```

`IsGreatest` of the range says that the value is attained and that it bounds every F_x(y); the proof exhibits y = z as the point of attainment.

## Vanishing w and constant potential

```lean
/-- If `T` and `T - w` are invertible, then `K = T` exactly when `w = 0`. -/
theorem zoraKinetic_eq_iff {T w : Matrix n n ℂ} (hT : IsUnit T.det) (hA : IsUnit (T - w).det) :
    zoraKinetic T w = T ↔ w = 0 := by
  constructor
  · intro h
    have hBT : (T - w)⁻¹ * T = 1 := by
      apply ((Matrix.isUnit_iff_isUnit_det _).mpr hT).mul_left_cancel
      rw [← Matrix.mul_assoc, Matrix.mul_one]
      exact h
    have e : T - w = T :=
      calc T - w = (T - w) * ((T - w)⁻¹ * T) := by rw [hBT, Matrix.mul_one]
        _ = T := by rw [← Matrix.mul_assoc, Matrix.mul_nonsing_inv _ hA, Matrix.one_mul]
    exact sub_eq_self.mp e
  · rintro rfl
    rw [zoraKinetic, sub_zero, Matrix.mul_nonsing_inv _ hT, Matrix.one_mul]

/-- Constant potential: if `T` is invertible, `4c² w = 2vT`, `c ≠ 0` and `v ≠ 2c²`, then
`T - w` is invertible and `K = 2c² T / (2c² - v)`. -/
theorem zoraKinetic_constant {T w : Matrix n n ℂ} {c v : ℝ} (hT : IsUnit T.det) (hc : c ≠ 0)
    (hv : v ≠ 2 * c ^ 2) (hw : (4 * c ^ 2) • w = (2 * v) • T) :
    IsUnit (T - w).det ∧ zoraKinetic T w = (2 * c ^ 2 / (2 * c ^ 2 - v)) • T := by
  have hd : 2 * c ^ 2 - v ≠ 0 := sub_ne_zero.mpr hv.symm
  have h2 : 2 * c ^ 2 ≠ 0 := by positivity
  have h4 : 4 * c ^ 2 ≠ 0 := by positivity
  have hw' : w = (v / (2 * c ^ 2)) • T :=
    calc w = (4 * c ^ 2)⁻¹ • ((4 * c ^ 2) • w) := by
          rw [smul_smul, inv_mul_cancel₀ h4, one_smul]
      _ = (v / (2 * c ^ 2)) • T := by
          rw [hw, smul_smul]
          congr 1
          field_simp
          ring
  -- the denominator is a multiple of T
  have hA : T - w = ((2 * c ^ 2 - v) / (2 * c ^ 2)) • T := by
    rw [hw', sub_div, div_self h2, sub_smul, one_smul]
  have hs : (2 * c ^ 2 - v) / (2 * c ^ 2) * (2 * c ^ 2 / (2 * c ^ 2 - v)) = 1 := by
    rw [← inv_div (2 * c ^ 2 - v)]
    exact mul_inv_cancel₀ (div_ne_zero hd h2)
  have hinv : (T - w) * ((2 * c ^ 2 / (2 * c ^ 2 - v)) • T⁻¹) = 1 := by
    rw [hA, Matrix.smul_mul, Matrix.mul_smul, smul_smul, Matrix.mul_nonsing_inv _ hT, hs,
      one_smul]
  refine ⟨Matrix.isUnit_det_of_right_inverse hinv, ?_⟩
  rw [zoraKinetic, Matrix.inv_eq_right_inv hinv, Matrix.mul_smul, Matrix.mul_nonsing_inv _ hT,
    Matrix.smul_mul, Matrix.one_mul]
```

Both lemmas replace positivity by invertibility. The second allows any v ≠ 2c²: `hA` is the proportionality of A to T and `hinv` exhibits the inverse. Mathlib's inverse of a singular matrix is zero, so invertibility of T − w is part of the conclusion.

## The assembled theorem

```lean
/-- For `T > 0`, `-W ≥ 0`, `c ≠ 0`, `4c² w = W`: `T - w > 0`, `K > 0`, `T + w ≤ K ≤ T`,
`K = T + w + w (T - w)⁻¹ w`, `xᴴ K x` is the maximum of the functional, `K = T` iff `w = 0`,
and `K = 2c² T / (2c² - v)` when `W = 2vT` with `v ≤ 0`. -/
theorem zora_kinetic_matrix {T W w : Matrix n n ℂ} {c : ℝ} (hT : T.PosDef)
    (hW : (-W).PosSemidef) (hc : c ≠ 0) (hw : (4 * c ^ 2) • w = W) :
    (T - w).PosDef ∧ (zoraKinetic T w).PosDef ∧ (T - zoraKinetic T w).PosSemidef ∧
    (zoraKinetic T w - (T + w)).PosSemidef ∧
    zoraKinetic T w = T + w + w * (T - w)⁻¹ * w ∧
    (∀ x, IsGreatest (Set.range (zoraFunctional T w x))
      (star x ⬝ᵥ zoraKinetic T w *ᵥ x).re) ∧
    (zoraKinetic T w = T ↔ w = 0) ∧
    ∀ v : ℝ, v ≤ 0 → W = (2 * v) • T →
      zoraKinetic T w = (2 * c ^ 2 / (2 * c ^ 2 - v)) • T := by
  -- -w is -W sandwiched between two factors 1/(2c)
  have hs : (2 * c)⁻¹ * (2 * c)⁻¹ * (4 * c ^ 2) = 1 := by
    field_simp
    ring
  have hw0 : (-w).PosSemidef := by
    have h := hW.conjTranspose_mul_mul_same ((2 * c)⁻¹ • (1 : Matrix n n ℂ))
    rwa [conjTranspose_smul, conjTranspose_one, star_trivial, Matrix.mul_smul, Matrix.mul_one,
      Matrix.smul_mul, Matrix.one_mul, ← hw, ← smul_neg, smul_smul, smul_smul, hs,
      one_smul] at h
  have hA := denominator_posDef hT hw0
  have hu := (Matrix.isUnit_iff_isUnit_det _).mp hA.isUnit
  have hTu := (Matrix.isUnit_iff_isUnit_det _).mp hT.isUnit
  refine ⟨hA, zoraKinetic_posDef hT hw0, (zoraKinetic_bounds hT hw0).1,
    (zoraKinetic_bounds hT hw0).2, zoraKinetic_expansion hu, zoraKinetic_variational hT hw0,
    zoraKinetic_eq_iff hTu hu, fun v hv hWv => ?_⟩
  have hc2 : 0 < c ^ 2 := by positivity
  have hne : v ≠ 2 * c ^ 2 := by
    intro h
    linarith
  exact (zoraKinetic_constant hTu hc hne (hw.trans hWv)).2

end

end ZoraKineticMatrix
```

```lean
#print axioms ZoraKineticMatrix.zoraKinetic_posDef
-- 'ZoraKineticMatrix.zoraKinetic_posDef' depends on axioms: [propext, Classical.choice, Quot.sound]
#print axioms ZoraKineticMatrix.zora_kinetic_matrix
-- 'ZoraKineticMatrix.zora_kinetic_matrix' depends on axioms: [propext, Classical.choice, Quot.sound]
```

The eight conjuncts are the claims of the opening, with each M ≤ N written as `PosSemidef` of N − M. The relation `(4 * c ^ 2) • w = W` with `hc` fixes w. In `hw0`, −w is −W sandwiched between two factors 1/(2c), and `hne` derives v ≠ 2c² from v ≤ 0 < c².

T and W are abstract matrices: their signs are assumed, not derived from integrals. No eigenvalues, overlap matrix or basis-set limit appear in the theorems, and K is not compared with the matrix elements of the scalar ZORA operator p·c²/(2c² − V)p. The spin-free K can differ from these even in a complete basis, because ∇ψ/(2c² − V) need not be the gradient of a function.

Real symmetric matrices are an alternative model. Transposes would replace ᴴ, and `.re`, `ComplexOrder` and the conjugation in `h3` would disappear. That covers the spin-free W in a real basis, but does not apply directly (without passing to real matrices of twice the size) to the two-component W built from (σ·p)V(σ·p), with σ the Pauli matrices, which is complex Hermitian in general and meets the present hypothesis when V ≤ 0.
